# For small time steps, the growth energy of an eigenstate with nonzero energy is too high with the explicit projector and too low with the implicit one

A projector calculation can sit exactly in an eigenstate and still report the wrong energy. Take $E=-1$ and time step $\tau=0.1$. Reading the growth factor of one step as $e^{-\tau E}$ gives about $-0.953$ with the step $1-\tau H$ and about $-1.054$ with $(1+\tau H)^{-1}$. Anyone who reads the discrepancy as incomplete projection will run longer and gain nothing.

Here $H$ is a finite complex matrix in an orthonormal basis indexed by `n`, and $\tau$ is imaginary time with $\hbar=1$. There is no sampling noise or population control.

```lean
import Mathlib

open Matrix

namespace GrowthEnergyBias

noncomputable section

variable {n : Type*} [Fintype n] [DecidableEq n]
```

The two steps are

```lean
/-- The explicit (linear) projector `1 - τ H` for one time step. -/
def explicitStep (τ : ℝ) (H : Matrix n n ℂ) : Matrix n n ℂ :=
  1 - (τ : ℂ) • H

/-- The implicit projector `(1 + τ H)⁻¹` for one time step. -/
def implicitStep (τ : ℝ) (H : Matrix n n ℂ) : Matrix n n ℂ :=
  (1 + (τ : ℂ) • H)⁻¹
```

For a trial vector $\phi$ and a state $\psi$, neither necessarily normalised, `star φ ⬝ᵥ ψ` is $\langle\phi|\psi\rangle$. The mixed energy is $\langle H\phi|\psi\rangle/\langle\phi|\psi\rangle$. The growth energy of a step $G$ is $-\ln\bigl(\mathrm{Re}\,[\langle\phi|G\psi\rangle/\langle\phi|\psi\rangle]\bigr)/\tau$, with the real part taken of the whole ratio.

```lean
/-- The mixed energy `⟨H φ, ψ⟩ / ⟨φ, ψ⟩` of the state `ψ` with trial vector `φ`. -/
def mixedEnergy (H : Matrix n n ℂ) (φ ψ : n → ℂ) : ℂ :=
  (star (H *ᵥ φ) ⬝ᵥ ψ) / (star φ ⬝ᵥ ψ)

/-- The growth energy `-ln(⟨φ, G ψ⟩ / ⟨φ, ψ⟩) / τ`, read off from the change of the
overlap with the trial vector `φ` under one step `G` (real part of the ratio). -/
def growthEnergy (τ : ℝ) (G : Matrix n n ℂ) (φ ψ : n → ℂ) : ℝ :=
  -Real.log ((star φ ⬝ᵥ (G *ᵥ ψ)) / (star φ ⬝ᵥ ψ)).re / τ
```

## The state is an eigenvector: `h`

The hypothesis $H\psi=E\psi$, with $E$ real, says that further steps only rescale $\psi$, which need not be the ground state. By hand, $(1-\tau H)\psi=\psi-\tau E\psi=(1-\tau E)\psi$; the proof expands the matrix-vector product in the same way.

```lean
/-- The explicit step multiplies an eigenvector of `H` with energy `E` by `1 - τ E`. -/
theorem explicitStep_eigen {H : Matrix n n ℂ} {ψ : n → ℂ} {E : ℝ} (τ : ℝ)
    (h : H *ᵥ ψ = (E : ℂ) • ψ) :
    explicitStep τ H *ᵥ ψ = ((1 - τ * E : ℝ) : ℂ) • ψ := by
  rw [explicitStep, Matrix.sub_mulVec, Matrix.one_mulVec, Matrix.smul_mulVec, h]
  push_cast
  module
```

Without `h` the mixed energy can already be wrong: for $H=\mathrm{diag}(1,2)$ and $\phi=\psi=(1,1)$ it is $3/2$, which is no eigenvalue.

## The implicit step exists: `hU`

Each implicit step solves a linear system, which must be solvable for the whole matrix and not only along $\psi$. Since $(1+\tau H)\psi=(1+\tau E)\psi$, applying the inverse gives $\psi=(1+\tau E)(1+\tau H)^{-1}\psi$, and division by $1+\tau E\neq0$ gives the eigenvalue $(1+\tau E)^{-1}$. In the proof, `h1` is the first equation and `h2` applies the inverse.

```lean
/-- If `1 + τ H` is invertible, the implicit step multiplies an eigenvector of `H` with
energy `E` by `1 / (1 + τ E)`. -/
theorem implicitStep_eigen {H : Matrix n n ℂ} {ψ : n → ℂ} {E τ : ℝ}
    (hU : IsUnit (1 + (τ : ℂ) • H)) (hE : 1 + τ * E ≠ 0)
    (h : H *ᵥ ψ = (E : ℂ) • ψ) :
    implicitStep τ H *ᵥ ψ = (((1 + τ * E)⁻¹ : ℝ) : ℂ) • ψ := by
  have h1 : (1 + (τ : ℂ) • H) *ᵥ ψ = ((1 + τ * E : ℝ) : ℂ) • ψ := by
    rw [Matrix.add_mulVec, Matrix.one_mulVec, Matrix.smul_mulVec, h]
    push_cast
    module
  -- undo the step `1 + τ H` on the eigenvector
  have h2 : (1 + (τ : ℂ) • H)⁻¹ *ᵥ ((1 + (τ : ℂ) • H) *ᵥ ψ) = ψ := by
    rw [Matrix.mulVec_mulVec,
      Matrix.nonsing_inv_mul _ ((Matrix.isUnit_iff_isUnit_det _).1 hU), Matrix.one_mulVec]
  rw [h1, Matrix.mulVec_smul] at h2
  unfold implicitStep
  calc (1 + (τ : ℂ) • H)⁻¹ *ᵥ ψ
      = (((1 + τ * E)⁻¹ : ℝ) : ℂ) •
          (((1 + τ * E : ℝ) : ℂ) • ((1 + (τ : ℂ) • H)⁻¹ *ᵥ ψ)) := by
        rw [smul_smul, ← Complex.ofReal_mul, inv_mul_cancel₀ hE, Complex.ofReal_one, one_smul]
    _ = (((1 + τ * E)⁻¹ : ℝ) : ℂ) • ψ := by rw [h2]
```

Another level can spoil this. For $H=\mathrm{diag}(-1,-2)$ and $\tau=1/2$, the level $E=-1$ satisfies $\tau|E|<1$, yet $1+\tau H=\mathrm{diag}(1/2,0)$ is singular. Lean then sets the inverse to zero and the growth energy comes out as $0$, not below $-1$.

## The trial vector sees the state: `hφ`

Both estimators divide by $\langle\phi|\psi\rangle$, so it must be nonzero; this also forces $\psi\neq0$. If $G\psi=g\psi$ with $g$ real, the overlap cancels from $g\langle\phi|\psi\rangle/\langle\phi|\psi\rangle=g$, and the growth energy is $-\ln(g)/\tau$. This has a physical meaning only for $g>0$; Lean's logarithm returns $\ln|g|$ for $g<0$ and $0$ for $g=0$. The proof performs this cancellation with `mul_div_cancel_right₀`.

```lean
omit [DecidableEq n] in
/-- On an eigenvector of the step `G` with real eigenvalue `g`, the growth energy is
`-ln(g) / τ` for every trial vector that overlaps with it. -/
theorem growthEnergy_of_eigen {G : Matrix n n ℂ} {φ ψ : n → ℂ} {g : ℝ} (τ : ℝ)
    (h : G *ᵥ ψ = (g : ℂ) • ψ) (hφ : star φ ⬝ᵥ ψ ≠ 0) :
    growthEnergy τ G φ ψ = -Real.log g / τ := by
  rw [growthEnergy, h, dotProduct_smul, smul_eq_mul, mul_div_cancel_right₀ _ hφ,
    Complex.ofReal_re]
```

With $H=\mathrm{diag}(1,2)$, $\psi=(1,0)$ and $\phi=(0,1)$, the ratios in the mixed energy and in both growth energies are $0/0$.

## The Hamiltonian is Hermitian: `hH`

The mixed energy has $H$ acting on the trial vector, as a local energy does. Hermiticity moves it across: $\langle H\phi|\psi\rangle=\langle\phi|H\psi\rangle=E\langle\phi|\psi\rangle$. Dividing by the overlap leaves $E$. In the proof `hH.eq` makes this move.

```lean
omit [DecidableEq n] in
/-- For a Hermitian `H` the mixed energy of an eigenvector is its exact energy, for every
trial vector that overlaps with it. -/
theorem mixedEnergy_exact {H : Matrix n n ℂ} {φ ψ : n → ℂ} {E : ℝ} (hH : H.IsHermitian)
    (h : H *ᵥ ψ = (E : ℂ) • ψ) (hφ : star φ ⬝ᵥ ψ ≠ 0) :
    mixedEnergy H φ ψ = E := by
  -- Hermiticity moves `H` from the trial vector to the eigenvector
  rw [mixedEnergy, Matrix.star_mulVec, hH.eq, ← Matrix.dotProduct_mulVec, h,
    dotProduct_smul, smul_eq_mul, mul_div_cancel_right₀ _ hφ]
```

For the non-Hermitian $H=\begin{pmatrix}1&1\\0&2\end{pmatrix}$, $\psi=(1,0)$ has $E=1$, but $\phi=(1,1)$ gives mixed energy $2$. The growth energies do not need `hH`.

## Nonzero energy and a short forward step: `hE`, `hτ`, `hτE`

Here `hE` is $E\neq0$; in `implicitStep_eigen` the same name stood for $1+\tau E\neq0$. $E$ is measured from the zero of energy chosen in $H$. If $E=0$, both steps leave $\psi$ unchanged and both growth energies equal $0$, so the strict inequalities fail. A negative $\tau$ projects backwards and exchanges the two sides. The condition $\tau|E|<1$ keeps $1\pm\tau E$ positive; with $E=1$ and $\tau=2$ the explicit factor is $-1$, which has no real logarithm.

For positive $x\neq1$, $\ln x<x-1$. Setting $x=1+\tau E$ and then $x=1-\tau E$ gives

$$\frac{\ln(1+\tau E)}{\tau}<E<-\frac{\ln(1-\tau E)}{\tau}.$$

The left side is the implicit growth energy, because $-\ln\bigl((1+\tau E)^{-1}\bigr)=\ln(1+\tau E)$; the right side is the explicit one. The two uses of `Real.log_lt_sub_one_of_pos` are these two substitutions.

```lean
/-- Let `H` be Hermitian, `1 + τ H` invertible, and `φ` a trial vector that overlaps with an
eigenvector `ψ` of energy `E ≠ 0`. If `τ > 0` and `τ |E| < 1`, the mixed energy is exact, while the
growth energy lies strictly below `E` for the implicit step and strictly above `E` for the explicit
step. -/
theorem growthEnergy_brackets_exact {H : Matrix n n ℂ} {φ ψ : n → ℂ} {E τ : ℝ}
    (hH : H.IsHermitian) (h : H *ᵥ ψ = (E : ℂ) • ψ) (hφ : star φ ⬝ᵥ ψ ≠ 0)
    (hE : E ≠ 0) (hτ : 0 < τ) (hτE : τ * |E| < 1) (hU : IsUnit (1 + (τ : ℂ) • H)) :
    mixedEnergy H φ ψ = E ∧
      growthEnergy τ (implicitStep τ H) φ ψ < E ∧
      E < growthEnergy τ (explicitStep τ H) φ ψ := by
  have hx : |τ * E| < 1 := by rwa [abs_mul, abs_of_pos hτ]
  obtain ⟨hlo, hhi⟩ := abs_lt.1 hx
  have h0 : τ * E ≠ 0 := mul_ne_zero hτ.ne' hE
  refine ⟨mixedEnergy_exact hH h hφ, ?_, ?_⟩
  · -- strict concavity of the logarithm: ln(1 + τE) < τE
    have hl := Real.log_lt_sub_one_of_pos (x := 1 + τ * E) (by linarith)
      (fun h1 => h0 (by linarith))
    rw [growthEnergy_of_eigen τ (implicitStep_eigen hU (by linarith) h) hφ,
      Real.log_inv, neg_neg, div_lt_iff₀ hτ]
    linarith
  · -- the same inequality at 1 - τE
    have hl := Real.log_lt_sub_one_of_pos (x := 1 - τ * E) (by linarith)
      (fun h1 => h0 (by linarith))
    rw [growthEnergy_of_eigen τ (explicitStep_eigen τ h) hφ, lt_div_iff₀ hτ]
    linarith
```

## How large the bias is

With $x=\tau E$, the series gives $-\ln(1-x)=x+x^2/2+r$, where
$$|r|\le\sum_{k\ge3}|x|^k=\frac{|x|^3}{1-|x|}.$$
Dividing by $\tau$ gives the explicit growth energy $E+\tau E^2/2$, with error at most $\tau^2|E|^3/(1-\tau|E|)$.

```lean
/-- For `τ > 0` and `τ |E| < 1`, `-ln(1 - τ E) / τ` equals `E + τ E² / 2` up to an error of at most
`τ² |E|³ / (1 - τ |E|)`. -/
theorem log_growth_expansion {E τ : ℝ} (hτ : 0 < τ) (hτE : τ * |E| < 1) :
    |-Real.log (1 - τ * E) / τ - (E + τ * E ^ 2 / 2)| ≤
      τ ^ 2 * |E| ^ 3 / (1 - τ * |E|) := by
  have hx : |τ * E| = τ * |E| := by rw [abs_mul, abs_of_pos hτ]
  -- the logarithm series cut after two terms, with its remainder
  have hs := Real.abs_log_sub_add_sum_range_le (x := τ * E) (by rwa [hx]) 2
  have e : -Real.log (1 - τ * E) / τ - (E + τ * E ^ 2 / 2) =
      -((∑ i ∈ Finset.range 2, (τ * E) ^ (i + 1) / ((i : ℝ) + 1))
        + Real.log (1 - τ * E)) / τ := by
    rw [Finset.sum_range_succ, Finset.sum_range_one]
    generalize Real.log (1 - τ * E) = L
    push_cast
    field_simp
    ring
  rw [e, abs_div, abs_neg, abs_of_pos hτ, div_le_iff₀ hτ]
  refine hs.trans (le_of_eq ?_)
  rw [hx]
  ring
```

Replacing $E$ by $-E$ and changing the overall sign gives $E-\tau E^2/2$ for the implicit step, with the same error bound. These estimates need neither `hH` nor `hE`.

```lean
/-- Let `τ > 0`, `τ |E| < 1` and `1 + τ H` be invertible. On an eigenvector with energy `E` that
overlaps with the trial vector, the growth energies of the explicit and implicit steps are `E + τ E²
/ 2` and `E - τ E² / 2`, each up to an error of at most `τ² |E|³ / (1 - τ |E|)`. -/
theorem growthEnergy_leading_bias {H : Matrix n n ℂ} {φ ψ : n → ℂ} {E τ : ℝ}
    (h : H *ᵥ ψ = (E : ℂ) • ψ) (hφ : star φ ⬝ᵥ ψ ≠ 0)
    (hτ : 0 < τ) (hτE : τ * |E| < 1) (hU : IsUnit (1 + (τ : ℂ) • H)) :
    |growthEnergy τ (explicitStep τ H) φ ψ - (E + τ * E ^ 2 / 2)| ≤
        τ ^ 2 * |E| ^ 3 / (1 - τ * |E|) ∧
      |growthEnergy τ (implicitStep τ H) φ ψ - (E - τ * E ^ 2 / 2)| ≤
        τ ^ 2 * |E| ^ 3 / (1 - τ * |E|) := by
  have hx : |τ * E| < 1 := by rwa [abs_mul, abs_of_pos hτ]
  have hpos : 0 < 1 + τ * E := by linarith [(abs_lt.1 hx).1]
  constructor
  · rw [growthEnergy_of_eigen τ (explicitStep_eigen τ h) hφ]
    exact log_growth_expansion hτ hτE
  · -- the implicit bias is the explicit one with E replaced by -E, up to sign
    have hm := log_growth_expansion (E := -E) hτ (by rwa [abs_neg])
    have e1 : 1 - τ * -E = 1 + τ * E := by ring
    rw [abs_neg, e1] at hm
    rw [growthEnergy_of_eigen τ (implicitStep_eigen hU hpos.ne' h) hφ, Real.log_inv, ← abs_neg]
    have e2 : -(- -Real.log (1 + τ * E) / τ - (E - τ * E ^ 2 / 2)) =
        -Real.log (1 + τ * E) / τ - (-E + τ * (-E) ^ 2 / 2) := by ring
    rw [e2]
    exact hm
```

In the mean of the two growth energies the terms $\pm\tau E^2/2$ cancel, and averaging two errors cannot exceed their common bound. For a noiseless calculation with a finite matrix, in which the state is already an eigenvector, averaging the two growth energies therefore removes the first-order time-step error. In this setting one step is already enough if its factor $g$ is not read as an exponential: $(1-g)/\tau$ for the explicit step and $(1/g-1)/\tau$ for the implicit one equal $E$ exactly.

```lean
/-- Let `τ > 0`, `τ |E| < 1` and `1 + τ H` be invertible. On an eigenvector with energy `E` that
overlaps with the trial vector, the mean of the explicit and implicit growth energies differs from
`E` by at most `τ² |E|³ / (1 - τ |E|)`. -/
theorem mean_growthEnergy_second_order {H : Matrix n n ℂ} {φ ψ : n → ℂ} {E τ : ℝ}
    (h : H *ᵥ ψ = (E : ℂ) • ψ) (hφ : star φ ⬝ᵥ ψ ≠ 0)
    (hτ : 0 < τ) (hτE : τ * |E| < 1) (hU : IsUnit (1 + (τ : ℂ) • H)) :
    |(growthEnergy τ (explicitStep τ H) φ ψ + growthEnergy τ (implicitStep τ H) φ ψ) / 2 - E| ≤
      τ ^ 2 * |E| ^ 3 / (1 - τ * |E|) := by
  obtain ⟨h1, h2⟩ := growthEnergy_leading_bias h hφ hτ hτE hU
  -- the two first-order biases cancel
  obtain ⟨a1, b1⟩ := abs_le.1 h1
  obtain ⟨a2, b2⟩ := abs_le.1 h2
  exact abs_le.2 ⟨by linarith, by linarith⟩

end

end GrowthEnergyBias
```

```lean
#print axioms GrowthEnergyBias.growthEnergy_brackets_exact
#print axioms GrowthEnergyBias.growthEnergy_leading_bias
#print axioms GrowthEnergyBias.mean_growthEnergy_second_order
```

```
'GrowthEnergyBias.growthEnergy_brackets_exact' depends on axioms: [propext, Classical.choice, Quot.sound]
'GrowthEnergyBias.growthEnergy_leading_bias' depends on axioms: [propext, Classical.choice, Quot.sound]
'GrowthEnergyBias.mean_growthEnergy_second_order' depends on axioms: [propext, Classical.choice, Quot.sound]
```
